# Non-interacting Dirac pairs: a mixed-sign match for every total energy E ≥ 0, and a floor at twice the lowest positive level after projection

Take one free electron of positive energy and one of negative energy. Whatever the momentum of the second, some momentum of the first gives the pair any total energy \(E\ge 0\) I name, with rest energy included. A bound two-electron state therefore shares its energy with a continuum of such pairs, which is the starting point of continuum dissolution. If both electrons are projected onto positive levels, a non-interacting pair should never fall below twice the lowest positive level. I know the usual argument in words. Can both halves be stated rigorously and checked by machine?

## Both halves hold, and the floor is attained

Yes. For \(c>0\), every \(E\ge0\) and every \(q\) there is exactly one \(p\ge0\) with \(e(p)-e(q)=E\), where \(e(p)=\sqrt{c^2p^2+c^4}\). For a finite Hermitian one-electron matrix \(h\) with at least one positive level, the least energy of two non-interacting electrons on the doubly projected space, with no antisymmetry imposed, is exactly \(2a\), where \(a\) is the least positive level.

Dissolution itself also needs the electron repulsion, which couples a bound pair to the mixed-sign states. The theorems contain no such coupling: they give the energy match for free electrons and the effect of projection for a finite matrix.

### Solving for the momentum

The negative-energy electron contributes \(-e(q)\), so the condition is \(e(p)=s\) with \(s=E+e(q)\). Since \(c^2p^2\ge0\), we have \(e(p)\ge c^2\), and a solution requires \(s\ge c^2\). Conversely, if \(s\ge c^2>0\), squaring loses nothing:

\[
c^2p^2+c^4=s^2 \quad\Longleftrightarrow\quad p^2=\frac{s^2-c^4}{c^2}.
\]

The right-hand side is non-negative, so the only solution with \(p\ge0\) is \(p=\sqrt{s^2-c^4}/c\). The exact condition is thus \(E\ge c^2-e(q)\). Because \(e(q)\ge c^2\), every \(E\ge0\) satisfies it.

For example, let \(c=1\) and \(E=5/12\). With \(q=3/4\), \(e(q)=5/4\), so \(s=5/3\) and \(p=4/3\). With \(q=0\), \(s=17/12\) and \(p=\sqrt{145}/12\approx1.003\). These are two different pairs with the same total energy, and every other \(q\) also has a matching \(p\), the same for \(q\) and \(-q\).

### Pair energies before and after projection

Let \(hu_i=\varepsilon_iu_i\) with orthonormal orbitals \(u_i\), and let \(H=h\otimes1+1\otimes h\). Then

\[
H(u_i\otimes u_j)=(\varepsilon_i+\varepsilon_j)\,u_i\otimes u_j .
\]

The products \(u_i\otimes u_j\) form an orthonormal basis of the pair space. Write \(z_{ij}=\langle u_i\otimes u_j|v\rangle\) for the amplitudes of a pair state \(v\). If \(Hv=\mu v\), then \((\varepsilon_i+\varepsilon_j)z_{ij}=\mu z_{ij}\) for all \(i,j\). A nonzero \(v\) has some nonzero amplitude, so \(\mu\) is a sum of two levels. Every such sum occurs, by the displayed equation.

Now let \(P=\sum_{\varepsilon_i>0}u_iu_i^\dagger\). If \((P\otimes P)v=v\), then \(z_{ij}=0\) unless \(\varepsilon_i\) and \(\varepsilon_j\) are both positive, and hence both at least \(a\). Therefore

\[
\langle v|H|v\rangle=\sum_{ij}(\varepsilon_i+\varepsilon_j)|z_{ij}|^2\ \ge\ 2a\sum_{ij}|z_{ij}|^2=2a\,\langle v|v\rangle .
\]

An eigenvector in this space likewise has eigenvalue at least \(2a\). The product \(u_i\otimes u_i\) with \(\varepsilon_i=a\) attains it.

A three-level example is \(h=\mathrm{diag}(2,5,-1)\). Its pair energies are \(4,7,10,1,4,-2\), with the unequal pairs \(7\), \(1\) and \(4=5-1\) each occurring in both orders. The value \(4\) thus belongs to the doubly occupied level \(2\) and also to the mixed pair \((5,-1)\). Projection leaves \(4,7,10\), and the lowest is \(2a=4\).

### What the Lean statements say

`energy c p` is \(e(p)\) with the electron mass set to one. Rest energy is included. In three dimensions `p` is the magnitude of the momentum, whose direction stays free. The sign of `q` is free, since only \(q^2\) enters, and `∃!` expresses existence and uniqueness together. `existsUnique_momentum_iff` gives the exact condition on \(E\), and `existsUnique_momentum` the case \(E\ge0\).

In the second part, `n` is a finite index set for the one-electron basis, spin and components included, and `h` is a complex matrix with `h.IsHermitian`. The basis is orthonormal. `pairHamiltonian h` is \(H\), with `⊗ₖ` the Kronecker product, and `positiveProjector hh` is \(P\). A level at exactly zero is not counted as positive.

`pair_eigenvalue_iff` allows a complex \(\mu\) and identifies the eigenvalues as the pair sums, with \(i=j\) permitted. The hypothesis `ha` says that `a` is the least positive level, so at least one must exist. `projected_energy_bound` compares the real parts of the two scalar products for a state of any norm; for a normalised state it says that the mean energy is at least \(2a\). `projected_ground_energy` says that \(2a\) is the least eigenvalue with an eigenvector in the projected space.

No antisymmetry is imposed, so \(u_i\otimes u_i\) is an allowed state. Two fermions need at least two positive levels, counted with multiplicity; the minimum is then the sum of the two lowest, which is again \(2a\) when the lowest level is a Kramers pair. The matrix `h` is arbitrary and is not derived from a Dirac operator, and a finite matrix has no continuum.

```lean
import Mathlib

open Matrix
open scoped Kronecker

namespace ContinuumDissolution

noncomputable section

/-- Free relativistic energy of momentum `p`, in units where the electron mass is one. -/
def energy (c p : ℝ) : ℝ := √(c ^ 2 * p ^ 2 + c ^ 4)

/-- The free energy is never below the rest energy. -/
theorem rest_le_energy (c p : ℝ) : c ^ 2 ≤ energy c p :=
  (le_abs_self _).trans (Real.abs_le_sqrt (by nlinarith [sq_nonneg (c * p)]))

/-- An electron of momentum `p ≥ 0` and a negative-energy electron of momentum `q` can share the
total energy `E` for exactly one `p` if and only if `E` is at least `c² - e(q)`. -/
theorem existsUnique_momentum_iff {c : ℝ} (hc : 0 < c) (q E : ℝ) :
    (∃! p, 0 ≤ p ∧ energy c p - energy c q = E) ↔ c ^ 2 - energy c q ≤ E := by
  constructor
  · rintro ⟨p, ⟨_, hp⟩, _⟩
    linarith [rest_le_energy c p]
  · intro hE
    have hs : c ^ 2 ≤ E + energy c q := by linarith
    have hc2 : 0 < c ^ 2 := by positivity
    have hs0 : 0 ≤ E + energy c q := hc2.le.trans hs
    have hrad : 0 ≤ (E + energy c q) ^ 2 - c ^ 4 := by nlinarith
    -- solve the dispersion relation for the momentum
    have hsol : energy c (√((E + energy c q) ^ 2 - c ^ 4) / c) = E + energy c q := by
      have h1 : c ^ 2 * (√((E + energy c q) ^ 2 - c ^ 4) / c) ^ 2 + c ^ 4
          = (E + energy c q) ^ 2 := by
        rw [div_pow, Real.sq_sqrt hrad, mul_div_cancel₀ _ hc2.ne']
        ring
      rw [energy, h1, Real.sqrt_sq hs0]
    refine ⟨√((E + energy c q) ^ 2 - c ^ 4) / c, ⟨by positivity, by linarith⟩, ?_⟩
    rintro p ⟨hp, hpE⟩
    -- the energy determines the modulus of the momentum
    have heq : energy c p = energy c (√((E + energy c q) ^ 2 - c ^ 4) / c) := by linarith
    unfold energy at heq
    rw [Real.sqrt_inj (by positivity) (by positivity)] at heq
    exact (sq_eq_sq₀ hp (by positivity)).mp (mul_left_cancel₀ hc2.ne' (add_right_cancel heq))

/-- Every total energy `E ≥ 0` is reached, for each momentum `q` of the negative-energy electron,
by exactly one momentum `p ≥ 0` of the positive-energy electron. -/
theorem existsUnique_momentum {c E : ℝ} (hc : 0 < c) (hE : 0 ≤ E) (q : ℝ) :
    ∃! p, 0 ≤ p ∧ energy c p - energy c q = E :=
  (existsUnique_momentum_iff hc q E).mpr (by linarith [rest_le_energy c q])

variable {n : Type*} [Fintype n] [DecidableEq n] {h : Matrix n n ℂ}

/-- Hamiltonian of two non-interacting electrons, each governed by `h`. -/
def pairHamiltonian (h : Matrix n n ℂ) : Matrix (n × n) (n × n) ℂ := h ⊗ₖ 1 + 1 ⊗ₖ h

/-- The unitary matrix whose columns are the orbitals of `h`. -/
def orbitals (hh : h.IsHermitian) : Matrix n n ℂ := hh.eigenvectorUnitary

/-- The matrix whose columns are the products of two orbitals of `h`. -/
def pairOrbitals (hh : h.IsHermitian) : Matrix (n × n) (n × n) ℂ := orbitals hh ⊗ₖ orbitals hh

/-- Occupation factor of a level: one if its energy is positive, zero otherwise. -/
def positive (hh : h.IsHermitian) (i : n) : ℂ := if 0 < hh.eigenvalues i then 1 else 0

/-- Projector onto the span of the orbitals of positive energy. -/
def positiveProjector (hh : h.IsHermitian) : Matrix n n ℂ :=
  orbitals hh * diagonal (positive hh) * (orbitals hh)ᴴ

lemma orbitals_unitary (hh : h.IsHermitian) : (orbitals hh)ᴴ * orbitals hh = 1 :=
  Matrix.mem_unitaryGroup_iff'.mp hh.eigenvectorUnitary.2

lemma pairOrbitals_unitary (hh : h.IsHermitian) :
    (pairOrbitals hh)ᴴ * pairOrbitals hh = 1 := by
  rw [pairOrbitals, conjTranspose_kronecker, ← mul_kronecker_mul, orbitals_unitary,
    one_kronecker_one]

lemma pairHamiltonian_diag (hh : h.IsHermitian) : pairHamiltonian h * pairOrbitals hh =
    pairOrbitals hh *
      diagonal (fun x => (hh.eigenvalues x.1 : ℂ) + (hh.eigenvalues x.2 : ℂ)) := by
  have h1 : h * orbitals hh = orbitals hh * diagonal (fun i => (hh.eigenvalues i : ℂ)) := by
    ext i j
    have := congrFun (hh.mulVec_eigenvectorBasis j) i
    rw [Matrix.mul_diagonal]
    simpa [orbitals, Matrix.mul_apply, mulVec, dotProduct,
      IsHermitian.eigenvectorUnitary_apply, mul_comm] using this
  rw [pairHamiltonian, pairOrbitals, Matrix.add_mul, ← mul_kronecker_mul, ← mul_kronecker_mul,
    Matrix.one_mul, h1]
  ext ⟨a, b⟩ ⟨i, j⟩
  simp only [Matrix.add_apply, kroneckerMap_apply, Matrix.mul_diagonal]
  ring

lemma projector_diag (hh : h.IsHermitian) :
    (positiveProjector hh ⊗ₖ positiveProjector hh) * pairOrbitals hh =
      pairOrbitals hh * diagonal (fun x => positive hh x.1 * positive hh x.2) := by
  have h1 : positiveProjector hh * orbitals hh = orbitals hh * diagonal (positive hh) := by
    rw [positiveProjector, Matrix.mul_assoc, orbitals_unitary, Matrix.mul_one]
  rw [pairOrbitals, ← mul_kronecker_mul, h1]
  ext ⟨a, b⟩ ⟨i, j⟩
  simp only [kroneckerMap_apply, Matrix.mul_diagonal]
  ring

/-- An operator diagonal in the orbital products multiplies each amplitude of a pair state by
the corresponding diagonal entry. -/
theorem amplitude (hh : h.IsHermitian) {A : Matrix (n × n) (n × n) ℂ} {d : n × n → ℂ}
    (hA : A * pairOrbitals hh = pairOrbitals hh * diagonal d) (v : n × n → ℂ) (x : n × n) :
    ((pairOrbitals hh)ᴴ *ᵥ (A *ᵥ v)) x = d x * ((pairOrbitals hh)ᴴ *ᵥ v) x := by
  have key : (pairOrbitals hh)ᴴ * A = diagonal d * (pairOrbitals hh)ᴴ := calc
    _ = (pairOrbitals hh)ᴴ * (A * pairOrbitals hh) * (pairOrbitals hh)ᴴ := by
      rw [Matrix.mul_assoc, Matrix.mul_assoc, mul_eq_one_comm.mp (pairOrbitals_unitary hh),
        Matrix.mul_one]
    _ = _ := by rw [hA, ← Matrix.mul_assoc, pairOrbitals_unitary, Matrix.one_mul]
  rw [Matrix.mulVec_mulVec, key, ← Matrix.mulVec_mulVec, Matrix.mulVec_diagonal]

lemma exists_amplitude (hh : h.IsHermitian) {v : n × n → ℂ} (hv : v ≠ 0) :
    ∃ x, ((pairOrbitals hh)ᴴ *ᵥ v) x ≠ 0 := by
  by_contra! hx
  apply hv
  rw [← Matrix.one_mulVec v, ← mul_eq_one_comm.mp (pairOrbitals_unitary hh),
    ← Matrix.mulVec_mulVec, show (pairOrbitals hh)ᴴ *ᵥ v = 0 from funext hx, Matrix.mulVec_zero]

lemma product_state (hh : h.IsHermitian) {A : Matrix (n × n) (n × n) ℂ} {d : n × n → ℂ}
    (hA : A * pairOrbitals hh = pairOrbitals hh * diagonal d) (x : n × n) :
    A *ᵥ (pairOrbitals hh *ᵥ Pi.single x 1) = d x • (pairOrbitals hh *ᵥ Pi.single x 1) := by
  have hs : diagonal d *ᵥ (Pi.single x 1 : n × n → ℂ) = d x • Pi.single x 1 := by
    ext y
    rw [Matrix.mulVec_diagonal]
    by_cases hy : y = x
    · subst hy
      simp
    · simp [hy]
  rw [Matrix.mulVec_mulVec, hA, ← Matrix.mulVec_mulVec, hs, Matrix.mulVec_smul]

lemma product_state_ne_zero (hh : h.IsHermitian) (x : n × n) :
    pairOrbitals hh *ᵥ Pi.single x 1 ≠ 0 := by
  intro h0
  have h1 := congrArg (fun v => ((pairOrbitals hh)ᴴ *ᵥ v) x) h0
  simp only [Matrix.mulVec_mulVec, pairOrbitals_unitary, Matrix.one_mulVec,
    Matrix.mulVec_zero, Pi.single_eq_same, Pi.zero_apply] at h1
  exact one_ne_zero h1

/-- The eigenvalues of the two-electron Hamiltonian are exactly the sums of two levels of `h`. -/
theorem pair_eigenvalue_iff (hh : h.IsHermitian) (μ : ℂ) :
    (∃ v, v ≠ 0 ∧ pairHamiltonian h *ᵥ v = μ • v) ↔
      ∃ i j, μ = (hh.eigenvalues i : ℂ) + (hh.eigenvalues j : ℂ) := by
  constructor
  · rintro ⟨v, hv, hμ⟩
    obtain ⟨x, hx⟩ := exists_amplitude hh hv
    have h1 := amplitude hh (pairHamiltonian_diag hh) v x
    rw [hμ, Matrix.mulVec_smul, Pi.smul_apply, smul_eq_mul] at h1
    exact ⟨x.1, x.2, mul_right_cancel₀ hx h1⟩
  · rintro ⟨i, j, rfl⟩
    exact ⟨_, product_state_ne_zero hh (i, j), product_state hh (pairHamiltonian_diag hh) (i, j)⟩

/-- A pair state kept by the double positive-energy projection has amplitudes only on products
of two orbitals of positive energy. -/
theorem positive_of_amplitude (hh : h.IsHermitian) {v : n × n → ℂ}
    (hv : (positiveProjector hh ⊗ₖ positiveProjector hh) *ᵥ v = v) {x : n × n}
    (hx : ((pairOrbitals hh)ᴴ *ᵥ v) x ≠ 0) :
    0 < hh.eigenvalues x.1 ∧ 0 < hh.eigenvalues x.2 := by
  have h1 := amplitude hh (projector_diag hh) v x
  rw [hv] at h1
  by_contra hn
  apply hx
  rw [h1]
  rcases not_and_or.mp hn with h2 | h2 <;> simp [positive, h2]

/-- On the doubly projected subspace the energy expectation is at least twice the least positive
level `a` times the squared norm of the state. -/
theorem projected_energy_bound (hh : h.IsHermitian) {a : ℝ}
    (ha : IsLeast {e | 0 < e ∧ ∃ i, hh.eigenvalues i = e} a) {v : n × n → ℂ}
    (hv : (positiveProjector hh ⊗ₖ positiveProjector hh) *ᵥ v = v) :
    2 * a * (star v ⬝ᵥ v).re ≤ (star v ⬝ᵥ (pairHamiltonian h *ᵥ v)).re := by
  -- scalar products can be computed from the amplitudes
  have parseval (u : n × n → ℂ) : star v ⬝ᵥ u =
      star ((pairOrbitals hh)ᴴ *ᵥ v) ⬝ᵥ ((pairOrbitals hh)ᴴ *ᵥ u) := by
    rw [Matrix.star_mulVec, conjTranspose_conjTranspose, ← Matrix.dotProduct_mulVec,
      Matrix.mulVec_mulVec, mul_eq_one_comm.mp (pairOrbitals_unitary hh), Matrix.one_mulVec]
  rw [parseval v, parseval (pairHamiltonian h *ᵥ v)]
  simp only [dotProduct, Complex.re_sum, Finset.mul_sum, Pi.star_apply]
  refine Finset.sum_le_sum fun x _ => ?_
  rw [amplitude hh (pairHamiltonian_diag hh) v x]
  by_cases hx : ((pairOrbitals hh)ᴴ *ᵥ v) x = 0
  · simp [hx]
  · obtain ⟨h1, h2⟩ := positive_of_amplitude hh hv hx
    have b1 := ha.2 ⟨h1, x.1, rfl⟩
    have b2 := ha.2 ⟨h2, x.2, rfl⟩
    generalize ((pairOrbitals hh)ᴴ *ᵥ v) x = z
    have e1 : (star z * z).re = z.re ^ 2 + z.im ^ 2 := by
      simp
      ring
    have e2 (s t : ℝ) : (star z * (((s : ℂ) + (t : ℂ)) * z)).re
        = (s + t) * (z.re ^ 2 + z.im ^ 2) := by
      simp
      ring
    rw [e1, e2]
    exact mul_le_mul_of_nonneg_right (by linarith) (by positivity)

/-- The least eigenvalue of the two-electron Hamiltonian on the doubly projected subspace, with no
exchange symmetry imposed, is twice the least positive level of `h`. -/
theorem projected_ground_energy (hh : h.IsHermitian) {a : ℝ}
    (ha : IsLeast {e | 0 < e ∧ ∃ i, hh.eigenvalues i = e} a) :
    IsLeast {E : ℝ | ∃ v, v ≠ 0 ∧ (positiveProjector hh ⊗ₖ positiveProjector hh) *ᵥ v = v ∧
      pairHamiltonian h *ᵥ v = (E : ℂ) • v} (2 * a) := by
  constructor
  · -- both electrons in the lowest positive orbital
    obtain ⟨hpos, i, hi⟩ := ha.1
    refine ⟨_, product_state_ne_zero hh (i, i), ?_, ?_⟩
    · rw [product_state hh (projector_diag hh) (i, i)]
      simp [positive, hi, hpos]
    · rw [product_state hh (pairHamiltonian_diag hh) (i, i)]
      congr 1
      simp only [hi]
      push_cast
      ring
  · rintro E ⟨v, hv, hP, hE⟩
    obtain ⟨x, hx⟩ := exists_amplitude hh hv
    obtain ⟨h1, h2⟩ := positive_of_amplitude hh hP hx
    have h3 := amplitude hh (pairHamiltonian_diag hh) v x
    rw [hE, Matrix.mulVec_smul, Pi.smul_apply, smul_eq_mul] at h3
    have h4 : E = hh.eigenvalues x.1 + hh.eigenvalues x.2 := by
      exact_mod_cast mul_right_cancel₀ hx h3
    linarith [ha.2 ⟨h1, x.1, rfl⟩, ha.2 ⟨h2, x.2, rfl⟩]

end

end ContinuumDissolution
```

```lean
#print axioms ContinuumDissolution.existsUnique_momentum
#print axioms ContinuumDissolution.pair_eigenvalue_iff
#print axioms ContinuumDissolution.projected_energy_bound
#print axioms ContinuumDissolution.projected_ground_energy
```

```
'ContinuumDissolution.existsUnique_momentum' depends on axioms: [propext, Classical.choice, Quot.sound]
'ContinuumDissolution.pair_eigenvalue_iff' depends on axioms: [propext, Classical.choice, Quot.sound]
'ContinuumDissolution.projected_energy_bound' depends on axioms: [propext, Classical.choice, Quot.sound]
'ContinuumDissolution.projected_ground_energy' depends on axioms: [propext, Classical.choice, Quot.sound]
```

### How the proof follows the algebra

`rest_le_energy` is the bound \(e(p)\ge c^2\). It gives the forward direction of `existsUnique_momentum_iff` at once. In the other direction, `hrad` shows that \(s^2-c^4\ge0\), and `hsol` substitutes the explicit momentum into the dispersion relation. For uniqueness, `Real.sqrt_inj` removes the square roots from two equal energies, and `sq_eq_sq₀` passes from equal squares to equal non-negative momenta.

For the pair, `orbitals` is the unitary \(U\) with columns \(u_i\), and `pairOrbitals` is \(W=U\otimes U\), shown unitary by `pairOrbitals_unitary`. The lemmas `pairHamiltonian_diag` and `projector_diag` put \(H\) and \(P\otimes P\) in the form \(AW=WD\) with \(D\) diagonal. From this, `amplitude` derives \(W^\dagger A=DW^\dagger\): in the amplitudes \(W^\dagger v\), both operators act by multiplication. The index `x` is the pair \((i,j)\).

`exists_amplitude` supplies the nonzero amplitude of a nonzero state, and `mul_right_cancel₀` divides by it to identify the eigenvalue. In the opposite direction, `product_state` and `product_state_ne_zero` provide \(u_i\otimes u_j\) as an eigenvector.

`positive_of_amplitude` turns the projection condition into positivity of both levels. In `projected_energy_bound`, the local statement `parseval` rewrites the scalar products as sums over amplitudes, and `Finset.sum_le_sum` compares them term by term. The last theorem has two parts: the doubly occupied lowest positive orbital attains \(2a\), and the amplitude argument bounds every other eigenvalue from below.

### The projection in a relativistic calculation

In electronic-structure practice this is the projection step of the no-pair approximation, here in its non-interacting, finite-basis form. A program diagonalises the one-electron Dirac or Dirac–Fock matrix, keeps the positive-energy orbitals, and builds the many-electron problem from those alone. With Dirac–Fock orbitals, `h` in the theorems is the Fock matrix, and \(2a\) is a floor for the sum of two Fock operators, not for the interacting energy. With an orthonormal basis and rest energy included, the core in Python is `eps, U = eigh(h)`, then `Up = U[:, eps > 0]`, and \(P\) is `Up @ Up.conj().T`.

Many programs subtract the rest energy \(c^2\), so that bound electrons have negative eigenvalues. The same selection then reads `eps > -c**2`; keeping `eps > 0` would discard the bound orbitals.
